# Two successive minimal residual norms fix the Galerkin residual norm when they differ

While solving a symmetric system $Ax=b$ with MINRES, I also print the residual norm that conjugate gradients (CG) would have at the same step. I don't run CG for this: I divide the current MINRES norm by $\sqrt{1-\rho^2}$, where $\rho$ is the ratio of the current MINRES norm to the previous one. Where MINRES makes good progress, the two columns nearly agree. Where MINRES hardly moves, the CG column shoots up, and once, for an indefinite matrix, I got a division by zero. How can two numbers from one method know the residual of another, and is the blow-up real?

## A plateau of MINRES is a large CG residual

The blow-up is real. Both methods search the same space, which grows by one direction per step, and that leaves the CG residual only one free coefficient. At $\rho=0.1$ the CG residual is about 0.5% larger than the MINRES residual; at $\rho=0.9$ it is about 2.3 times as large. At $\rho=1$, with a nonzero residual, the CG iterate does not exist.

Let $V$ be a subspace of a real inner product space, let $W=V+\mathrm{span}\{w\}$, and let $p$ and $q$ be what remains of $b$ after orthogonal projection onto $V$ and $W$. These are the old and new minimal residuals. A Galerkin residual is a vector $g$ with $b-g\in W$, $g\perp V$ and $g\perp p$. Assume $\|q\|<\|p\|$.

**The drop.** Put $d=p-q=(b-q)-(b-p)$. It lies in $W$, and $q\perp W$, so $\langle d,q\rangle=0$. Hence
$$\|p\|^2=\|q\|^2+\|d\|^2,\qquad \langle p,q\rangle=\|q\|^2 .$$
The norms differ, so $d\ne0$. Both $p$ and $q$ are orthogonal to $V$, so $d$ is too.

**One direction.** Put $e=g-q=(b-q)-(b-g)$. It also lies in $W$ and is orthogonal to $V$. Write $d=u+aw$ and $e=u'+cw$ with $u,u'\in V$. If $a$ were zero, $d$ would lie in $V$ and be orthogonal to $V$, hence vanish. So $a\neq0$, and $e-(c/a)d=u'-(c/a)u$ lies in $V$ and is orthogonal to $V$, hence is zero. Therefore $g=q+td$ with $t=c/a$.

**The coefficient.** Let $s=\|q\|^2/\|p\|^2<1$. From $g\perp p$,
$$0=\langle p,g\rangle=\|q\|^2+t(\|p\|^2-\|q\|^2),\qquad t=-\frac{s}{1-s}.$$
Inserting this in $g=q+t(p-q)$ and multiplying by $1-s$ gives the residual smoothing identity
$$q=(1-s)\,g+s\,p .$$

**The norm.** Take the inner product with $g$. The term with $p$ vanishes, so $\langle q,g\rangle=(1-s)\|g\|^2$. Since $g-q\in W$ is orthogonal to $q$, also $\langle q,g\rangle=\|q\|^2$. Thus
$$\|g\|=\frac{\|q\|}{\sqrt{1-\|q\|^2/\|p\|^2}} .$$

**Stagnation.** Suppose $g$ exists but $\|q\|=\|p\|$. Then $d=0$ and $p=q$, so $\|p\|^2=\langle g,q\rangle=\langle g,p\rangle=0$. A nonzero stagnating residual therefore excludes a Galerkin residual. If the norm does drop, $g=q-\frac{\|q\|^2}{\|p\|^2-\|q\|^2}(p-q)$ is one; if $p=0$, then $g=0$ is one.

**Your solver.** Start from $x=0$ and let $K_n=\mathrm{span}\{b,Ab,\dots,A^{n-1}b\}$. Take $V=AK_n$ and $W=AK_{n+1}$, so that $w=A^{n+1}b$. The CG iterate $x\in K_{n+1}$ has $b-Ax\perp K_{n+1}$. This space contains $AK_n$ and $b$, hence also $p$, so $b-Ax$ is a Galerkin residual. Your division by zero already occurs for $A=\mathrm{diag}(1,-1)$ and $b=(1,1)$: here $b\perp Ab$, the first MINRES step gains nothing, and no multiple of $b$ has a residual orthogonal to $b$.

## What the Lean theorems say

`residual U b` is $b$ minus its orthogonal projection onto `U`, so $p$ is `residual V b` and $q$ is `residual W b`. The structure `IsGalerkinResidual V W b g` collects the three conditions on $g$. The space `E` may have infinite dimension; `HasOrthogonalProjection` asks only that the projections onto `V` and `W` exist, which holds for every finite-dimensional subspace.

`norm_galerkin_residual` is the norm formula, under `W = V ⊔ Submodule.span ℝ {w}` and a strict drop `hlt`. The case $q=0$ is included and gives $g=0$. Once a Galerkin residual exists, `hlt` amounts to $p\neq0$. For $p=0$ the formula can fail: with $b=0$ and $V=\{0\}$, every multiple of $w$ is a Galerkin residual.

`exists_galerkin_iff` is the existence criterion. It needs only `V ≤ W`, so $W$ may be larger by more than one direction.

`norm_krylov_galerkin` is the formula behind your printed column. `krylov A b n` is spanned by $n$ vectors, so `minres A b 0` is $b$ itself. `A` is any linear map, with no symmetry required. The CG iterate enters through the hypotheses `hx` and `horth`, and `minres` is defined by projection; the short recurrences that compute these vectors are not analysed, nor is rounding. For an indefinite matrix, the usual CG recurrence breaks down at a step whose iterate does not exist, even if later Galerkin iterates exist; your column then shows the residuals of those iterates, which plain CG would not reach. For a nonzero starting guess, read $b$ as the initial residual and $x$ as the correction. Real symmetric systems of this kind arise in linear-response calculations of electronic structure, where the formula lets a MINRES run without preconditioner monitor the CG residual for one right-hand side at a time, as far as rounding is negligible.

```lean
import Mathlib

open scoped InnerProductSpace

namespace GalerkinMinimalResidual

noncomputable section

variable {E : Type*} [NormedAddCommGroup E] [InnerProductSpace ℝ E]

/-- The minimal residual of `b` over `U`: what is left of `b` after orthogonal projection
onto `U`. -/
def residual (U : Submodule ℝ E) [U.HasOrthogonalProjection] (b : E) : E :=
  b - U.starProjection b

/-- `g` is a Galerkin residual of `b`: it differs from `b` by a vector of `W`, and it is
orthogonal to `V` and to the minimal residual over `V`. -/
structure IsGalerkinResidual (V W : Submodule ℝ E) [V.HasOrthogonalProjection]
    (b g : E) : Prop where
  mem : b - g ∈ W
  orth : ∀ v ∈ V, ⟪v, g⟫_ℝ = 0
  orth_res : ⟪residual V b, g⟫_ℝ = 0

/-- The minimal residual differs from `b` by a vector of `U` and is orthogonal to `U`. -/
theorem residual_spec (U : Submodule ℝ E) [U.HasOrthogonalProjection] (b : E) :
    b - residual U b ∈ U ∧ ∀ v ∈ U, ⟪v, residual U b⟫_ℝ = 0 := by
  constructor
  · rw [residual, sub_sub_cancel, Submodule.starProjection_apply]
    exact SetLike.coe_mem _
  · intro v hv
    rw [real_inner_comm]
    exact U.starProjection_inner_eq_zero b v hv

variable {V W : Submodule ℝ E} [V.HasOrthogonalProjection] [W.HasOrthogonalProjection]
  {b g w : E}

/-- When the search space grows from `V` to `W`, the change of the minimal residual lies in `W`,
and the squared residual norm drops by the squared norm of that change. -/
theorem residual_pythagoras (h : V ≤ W) (b : E) :
    residual V b - residual W b ∈ W ∧
      ‖residual V b‖ ^ 2 = ‖residual W b‖ ^ 2 + ‖residual V b - residual W b‖ ^ 2 := by
  have hd : residual V b - residual W b ∈ W := by
    have := W.sub_mem (residual_spec W b).1 (h (residual_spec V b).1)
    convert this using 1
    abel
  refine ⟨hd, ?_⟩
  have h1 := norm_add_sq_real (residual V b - residual W b) (residual W b)
  rw [sub_add_cancel, (residual_spec W b).2 _ hd] at h1
  linarith

/-- Adding one vector `w` to `V` opens only one new direction: any vector of the enlarged space
orthogonal to `V` is a multiple of a given nonzero one. -/
theorem one_new_direction {V : Submodule ℝ E} {w d e : E}
    (hd : d ∈ V ⊔ Submodule.span ℝ {w}) (he : e ∈ V ⊔ Submodule.span ℝ {w})
    (hdV : ∀ v ∈ V, ⟪v, d⟫_ℝ = 0) (heV : ∀ v ∈ V, ⟪v, e⟫_ℝ = 0) (hd0 : d ≠ 0) :
    ∃ t : ℝ, e = t • d := by
  obtain ⟨u, hu, y, hy, hd'⟩ := Submodule.mem_sup.1 hd
  obtain ⟨a, rfl⟩ := Submodule.mem_span_singleton.1 hy
  obtain ⟨u', hu', z, hz, he'⟩ := Submodule.mem_sup.1 he
  obtain ⟨c, rfl⟩ := Submodule.mem_span_singleton.1 hz
  have ha : a ≠ 0 := by
    rintro rfl
    have hm : d ∈ V := by
      rw [← hd']
      simpa using hu
    exact hd0 ((inner_self_eq_zero (𝕜 := ℝ)).1 (hdV d hm))
  refine ⟨c / a, sub_eq_zero.1 ?_⟩
  -- the combination without `w` lies in `V` and is orthogonal to `V`
  have hm : e - (c / a) • d ∈ V := by
    have h1 : e - (c / a) • d = u' - (c / a) • u := by
      rw [← hd', ← he', smul_add, smul_smul, div_mul_cancel₀ _ ha]
      abel
    rw [h1]
    exact V.sub_mem hu' (V.smul_mem _ hu)
  apply (inner_self_eq_zero (𝕜 := ℝ)).1
  rw [inner_sub_right, real_inner_smul_right, heV _ hm, hdV _ hm]
  simp

/-- A Galerkin residual differs from the minimal residual over `W` by a vector orthogonal to
the latter. -/
theorem galerkin_sub_residual (hg : IsGalerkinResidual V W b g) :
    g - residual W b ∈ W ∧ ⟪g - residual W b, residual W b⟫_ℝ = 0 := by
  have hm : g - residual W b ∈ W := by
    have := W.sub_mem (residual_spec W b).1 hg.mem
    convert this using 1
    abel
  exact ⟨hm, (residual_spec W b).2 _ hm⟩

/-- Residual smoothing: if one new direction `w` lowers the minimal residual norm, the new minimal
residual is a weighted mean of the Galerkin residual and the old minimal residual. -/
theorem residual_smoothing (hW : W = V ⊔ Submodule.span ℝ {w})
    (hlt : ‖residual W b‖ < ‖residual V b‖) (hg : IsGalerkinResidual V W b g) :
    residual W b = (1 - ‖residual W b‖ ^ 2 / ‖residual V b‖ ^ 2) • g
      + (‖residual W b‖ ^ 2 / ‖residual V b‖ ^ 2) • residual V b := by
  have hVW : V ≤ W := by
    rw [hW]
    exact le_sup_left
  have hd := (residual_pythagoras hVW b).1
  have hdq := (residual_spec W b).2 _ hd
  have hd0 : residual V b - residual W b ≠ 0 := by
    intro h
    rw [sub_eq_zero.1 h] at hlt
    exact lt_irrefl _ hlt
  have hqV : ∀ v ∈ V, ⟪v, residual W b⟫_ℝ = 0 := fun v hv =>
    (residual_spec W b).2 v (hVW hv)
  -- both increments lie along the single new direction
  obtain ⟨t, ht⟩ := one_new_direction (hW.le hd) (hW.le (galerkin_sub_residual hg).1)
    (fun v hv => by rw [inner_sub_right, (residual_spec V b).2 v hv, hqV v hv, sub_zero])
    (fun v hv => by rw [inner_sub_right, hg.orth v hv, hqV v hv, sub_zero]) hd0
  have hgeq : g = residual W b + t • (residual V b - residual W b) := by
    rw [← ht]
    abel
  have hpq : ⟪residual V b, residual W b⟫_ℝ = ‖residual W b‖ ^ 2 := by
    rw [inner_sub_left, real_inner_self_eq_norm_sq] at hdq
    linarith
  -- orthogonality to the old residual fixes the coefficient `t`
  have hpg := hg.orth_res
  rw [hgeq, inner_add_right, real_inner_smul_right, inner_sub_right, hpq,
    real_inner_self_eq_norm_sq] at hpg
  have hp : ‖residual V b‖ ^ 2 ≠ 0 :=
    pow_ne_zero 2 (lt_of_le_of_lt (norm_nonneg _) hlt).ne'
  obtain ⟨s, hs⟩ : ∃ s, s = ‖residual W b‖ ^ 2 / ‖residual V b‖ ^ 2 := ⟨_, rfl⟩
  have hsp : s * ‖residual V b‖ ^ 2 = ‖residual W b‖ ^ 2 := by
    rw [hs, div_mul_cancel₀ _ hp]
  have hst : s + t * (1 - s) = 0 := by
    apply mul_right_cancel₀ hp
    linear_combination hpg + (1 - t) * hsp
  have hz : (s + t * (1 - s)) • (residual V b - residual W b) = 0 := by
    rw [hst, zero_smul]
  rw [← hs, hgeq]
  linear_combination (norm := module) (-1 : ℝ) • hz

/-- If one new direction `w` lowers the minimal residual norm, the old and new minimal residual
norms determine the norm of the Galerkin residual. -/
theorem norm_galerkin_residual (hW : W = V ⊔ Submodule.span ℝ {w})
    (hlt : ‖residual W b‖ < ‖residual V b‖) (hg : IsGalerkinResidual V W b g) :
    ‖g‖ = ‖residual W b‖ / √(1 - ‖residual W b‖ ^ 2 / ‖residual V b‖ ^ 2) := by
  have hp : 0 < ‖residual V b‖ := lt_of_le_of_lt (norm_nonneg _) hlt
  have hc : 0 < 1 - ‖residual W b‖ ^ 2 / ‖residual V b‖ ^ 2 := by
    rw [sub_pos, div_lt_one (by positivity)]
    nlinarith [norm_nonneg (residual W b)]
  -- take the inner product of the smoothing identity with `g`
  have h1 := congrArg (fun x => ⟪x, g⟫_ℝ) (residual_smoothing hW hlt hg)
  simp only [inner_add_left, real_inner_smul_left, hg.orth_res,
    real_inner_self_eq_norm_sq, mul_zero, add_zero] at h1
  have h2 := (galerkin_sub_residual hg).2
  rw [inner_sub_left, real_inner_self_eq_norm_sq] at h2
  have h3 := real_inner_comm g (residual W b)
  rw [eq_div_iff (Real.sqrt_pos.2 hc).ne']
  refine (sq_eq_sq₀ (by positivity) (norm_nonneg _)).1 ?_
  rw [mul_pow, Real.sq_sqrt hc.le]
  linarith

/-- For nested spaces `V ≤ W`, a Galerkin residual exists exactly when the minimal residual norm
strictly drops or the old minimal residual is already zero. -/
theorem exists_galerkin_iff (h : V ≤ W) (b : E) :
    (∃ g, IsGalerkinResidual V W b g) ↔
      ‖residual W b‖ < ‖residual V b‖ ∨ residual V b = 0 := by
  obtain ⟨hd, hpy⟩ := residual_pythagoras h b
  constructor
  · rintro ⟨g, hg⟩
    by_cases hlt : ‖residual W b‖ < ‖residual V b‖
    · exact Or.inl hlt
    · right
      -- under stagnation the two minimal residuals coincide
      have hle := pow_le_pow_left₀ (norm_nonneg _) (not_lt.1 hlt) 2
      have h0 : ‖residual V b - residual W b‖ ^ 2 = 0 :=
        le_antisymm (by linarith) (sq_nonneg _)
      have hpq : residual V b = residual W b :=
        sub_eq_zero.1 (norm_eq_zero.1 ((pow_eq_zero_iff two_ne_zero).1 h0))
      have h1 := (galerkin_sub_residual hg).2
      rw [← hpq, inner_sub_left, real_inner_self_eq_norm_sq, real_inner_comm,
        hg.orth_res] at h1
      exact norm_eq_zero.1 ((pow_eq_zero_iff two_ne_zero).1 (by linarith))
  · rintro (hlt | h0)
    · have hne : ‖residual V b‖ ^ 2 - ‖residual W b‖ ^ 2 ≠ 0 := by
        have : 0 < ‖residual V b‖ ^ 2 - ‖residual W b‖ ^ 2 := by
          nlinarith [norm_nonneg (residual W b)]
        exact this.ne'
      refine ⟨residual W b - (‖residual W b‖ ^ 2 /
        (‖residual V b‖ ^ 2 - ‖residual W b‖ ^ 2)) • (residual V b - residual W b),
        ?_, ?_, ?_⟩
      · rw [← sub_add]
        exact W.add_mem (residual_spec W b).1 (W.smul_mem _ hd)
      · intro v hv
        rw [inner_sub_right, real_inner_smul_right, inner_sub_right,
          (residual_spec V b).2 v hv, (residual_spec W b).2 v (h hv)]
        simp
      · have hdq := (residual_spec W b).2 _ hd
        rw [inner_sub_left, real_inner_self_eq_norm_sq] at hdq
        rw [inner_sub_right, real_inner_smul_right, inner_sub_right,
          real_inner_self_eq_norm_sq, sub_eq_zero.1 hdq, div_mul_cancel₀ _ hne, sub_self]
    · refine ⟨0, ?_, fun v _ => inner_zero_right v, inner_zero_right _⟩
      have := h (residual_spec V b).1
      rwa [h0] at this

/-- The Krylov space spanned by `b, A b, …, A^(n-1) b`. -/
def krylov (A : Module.End ℝ E) (b : E) (n : ℕ) : Submodule ℝ E :=
  Submodule.span ℝ ((fun i : ℕ => (A ^ i) b) '' Set.Iio n)

instance (A : Module.End ℝ E) (b : E) (n : ℕ) : FiniteDimensional ℝ (krylov A b n) :=
  FiniteDimensional.span_of_finite ℝ ((Set.finite_Iio n).image _)

/-- The minimal residual of `A x = b` over all `x` in the `n`-th Krylov space. -/
def minres (A : Module.End ℝ E) (b : E) (n : ℕ) : E :=
  residual ((krylov A b n).map A) b

/-- If the minimal residual norm drops from step `n` to `n + 1`, and `x` in the Krylov space of
step `n + 1` has its residual orthogonal to that space, the two minimal residual norms determine
the norm of `b - A x`. -/
theorem norm_krylov_galerkin (A : Module.End ℝ E) (b x : E) (n : ℕ)
    (hx : x ∈ krylov A b (n + 1))
    (horth : ∀ v ∈ krylov A b (n + 1), ⟪v, b - A x⟫_ℝ = 0)
    (hlt : ‖minres A b (n + 1)‖ < ‖minres A b n‖) :
    ‖b - A x‖ = ‖minres A b (n + 1)‖ /
      √(1 - ‖minres A b (n + 1)‖ ^ 2 / ‖minres A b n‖ ^ 2) := by
  have hpow : ∀ i < n + 1, (A ^ i) b ∈ krylov A b (n + 1) := by
    intro i hi
    unfold krylov
    exact Submodule.subset_span ⟨i, hi, rfl⟩
  have hb : b ∈ krylov A b (n + 1) := by
    simpa using hpow 0 (Nat.succ_pos n)
  have hAK : (krylov A b n).map A ≤ krylov A b (n + 1) := by
    refine Submodule.map_le_iff_le_comap.2 (Submodule.span_le.2 ?_)
    rintro _ ⟨i, hi, rfl⟩
    have h1 := hpow (i + 1) (Nat.succ_lt_succ hi)
    rw [pow_succ', Module.End.mul_apply] at h1
    exact h1
  -- one Krylov step adds one direction
  have hK : krylov A b (n + 1) = krylov A b n ⊔ Submodule.span ℝ {(A ^ n) b} := by
    have hI : Set.Iio (n + 1) = insert n (Set.Iio n) := by
      ext i
      simp only [Set.mem_Iio, Set.mem_insert_iff]
      omega
    unfold krylov
    rw [hI, Set.image_insert_eq, Submodule.span_insert]
    exact sup_comm _ _
  have hW : (krylov A b (n + 1)).map A
      = (krylov A b n).map A ⊔ Submodule.span ℝ {A ((A ^ n) b)} := by
    rw [hK, Submodule.map_sup, Submodule.map_span, Set.image_singleton]
  have hg : IsGalerkinResidual ((krylov A b n).map A) ((krylov A b (n + 1)).map A)
      b (b - A x) := by
    refine ⟨?_, fun v hv => horth v (hAK hv), horth _ ?_⟩
    · rw [sub_sub_cancel]
      exact Submodule.mem_map_of_mem hx
    · have h1 := Submodule.sub_mem _ hb (hAK (residual_spec ((krylov A b n).map A) b).1)
      rwa [sub_sub_cancel] at h1
  exact norm_galerkin_residual hW hlt hg

end

end GalerkinMinimalResidual
```

```lean
#print axioms GalerkinMinimalResidual.norm_galerkin_residual
#print axioms GalerkinMinimalResidual.exists_galerkin_iff
#print axioms GalerkinMinimalResidual.norm_krylov_galerkin
```

```
'GalerkinMinimalResidual.norm_galerkin_residual' depends on axioms: [propext, Classical.choice, Quot.sound]
'GalerkinMinimalResidual.exists_galerkin_iff' depends on axioms: [propext, Classical.choice, Quot.sound]
'GalerkinMinimalResidual.norm_krylov_galerkin' depends on axioms: [propext, Classical.choice, Quot.sound]
```

## From the projections to the Krylov formula

`residual_spec` supplies the two properties of a minimal residual used throughout: $b$ minus it lies in the subspace, and it is orthogonal to that subspace. `residual_pythagoras` puts $d$ in $W$ and expands $\|d+q\|^2$, where the cross term vanishes. `one_new_direction` is the argument with $a$ and $c$; it shows that a vector is zero by computing its inner product with itself. `galerkin_sub_residual` records that $g-q$ lies in $W$ and is orthogonal to $q$.

`residual_smoothing` applies `one_new_direction` to $d$ and $g-q$ to obtain $t$. It then expands `hg.orth_res`, the condition $g\perp p$, and derives `hst`, which reads $s+t(1-s)=0$. This is the equation for $t$ divided by $\|p\|^2$. The final `linear_combination` with `module` turns it into the vector identity.

In `norm_galerkin_residual`, `congrArg` takes the inner product of that identity with $g$. The drop makes $1-s$ positive, so the proof can clear the square root and compare squares of nonnegative numbers.

`exists_galerkin_iff` follows the stagnation argument in one direction and checks the explicit $g$ in the other, with $g=0$ when $p=0$.

In `norm_krylov_galerkin`, `hAK` shows $AK_n\subseteq K_{n+1}$, while `hK` and `hW` show that one step adds one direction, first to the Krylov space and then to its image under $A$. `hg` verifies that $b-Ax$ is a Galerkin residual, and the general norm formula finishes the proof.
